# Boundedness and maximum of the quadratic functional of a static density response

Two sites exchange electrons. Let u₀ and u₁ be minus the changes of potential on them, let p₀ and p₁ be prescribed density changes, and consider

J(u) = u₀p₀ + u₁p₁ − ½(u₀ − u₁)².

For p = (1, 0), set u₀ = u₁ = c. The quadratic term vanishes and J = c, which grows without limit. For p = (1, −1), only the difference d = u₀ − u₁ enters:

J = d − ½d² = ½ − ½(d − 1)².

This has the maximum ½ at d = 1. A common shift of both potentials is invisible to the quadratic term, so everything depends on whether the linear term sees it. The parts below treat any finite set of sites.

```lean
import Mathlib

open Matrix

namespace ResponseLegendre

variable {n : Type*} [Fintype n]
```

Let A be a real matrix indexed by the sites `n`. It stands for minus the static density response, so if u is minus the potential change, Au is the density change to first order. `IsNegResponse A` collects three assumptions:

- `symm`: A is symmetric.
- `nonneg`: x·Ax ≥ 0 for every real vector x. Physically, the second-order energy change of a ground state, −½ x·Ax, is never positive.
- `ker`: Ax = 0 exactly when x is constant. At fixed particle number a uniform potential leaves the density unchanged, and every non-uniform one is assumed to move some density.

These properties are assumed of the matrix and not derived from a Hamiltonian. The last one fails, for instance, for two groups of sites that cannot exchange electrons.

```lean
/-- Minus a static density response on finitely many sites: a real symmetric, positive
semidefinite matrix that annihilates exactly the constant potentials. -/
structure IsNegResponse (A : Matrix n n ℝ) : Prop where
  symm : A.IsSymm
  nonneg : ∀ x : n → ℝ, 0 ≤ x ⬝ᵥ A *ᵥ x
  ker : ∀ x : n → ℝ, A *ᵥ x = 0 ↔ ∃ c : ℝ, x = fun _ => c
```

For a given density change p, the functional is

J(u) = u·p − ½ u·Au.

In Lean it is `dualFunctional A p u`, where `⬝ᵥ` is the dot product and `*ᵥ` applies a matrix to a vector. Here u is again minus the potential change.

```lean
/-- The quadratic functional `u·p - (1/2) u·Au` of minus the potential change `u`, at a given
density change `p`. -/
noncomputable def dualFunctional (A : Matrix n n ℝ) (p u : n → ℝ) : ℝ :=
  u ⬝ᵥ p - 1 / 2 * (u ⬝ᵥ A *ᵥ u)
```

## (a) Exchanging two perturbations

Show that for symmetric A and any vectors x and y

x·Ay = y·Ax.

Write out the sums and use Aᵢⱼ = Aⱼᵢ:

x·Ay = Σᵢⱼ xᵢAᵢⱼyⱼ = Σᵢⱼ yⱼAⱼᵢxᵢ = y·Ax.

The Lean proof does the same without indices: it moves A onto the left vector as a transpose and then uses symmetry.

```lean
/-- Reciprocity: for a symmetric response matrix the two potentials in the bilinear form
can be exchanged. -/
theorem reciprocity {A : Matrix n n ℝ} (hA : A.IsSymm) (x y : n → ℝ) :
    x ⬝ᵥ A *ᵥ y = y ⬝ᵥ A *ᵥ x := by
  rw [Matrix.dotProduct_mulVec, ← Matrix.mulVec_transpose, hA.eq, dotProduct_comm]
```

## (b) Conservation of particle number

Show that the density change induced by any x satisfies

Σᵢ (Ax)ᵢ = 0.

Let e be the vector with all entries 1. It is constant, so Ae = 0, and part (a) gives

Σᵢ (Ax)ᵢ = e·Ax = x·Ae = 0.

In the code, `h1` is Ae = 0 and `h` is the exchange.

```lean
/-- The density change induced by any potential sums to zero: the response conserves the
number of particles. -/
theorem sum_response {A : Matrix n n ℝ} (hA : IsNegResponse A) (x : n → ℝ) :
    ∑ i, (A *ᵥ x) i = 0 := by
  have h1 : A *ᵥ (fun _ => (1 : ℝ)) = 0 := (hA.ker _).2 ⟨1, rfl⟩
  have h := reciprocity hA.symm (fun _ => (1 : ℝ)) x
  rw [h1, dotProduct_zero] at h
  simpa [dotProduct] using h
```

## (c) Finding a potential for a neutral density change

Let Σᵢ pᵢ = 0. Show that some w solves

Aw = p.

When there is at least one site, A itself is not invertible, so add the matrix whose entries are all 1 and call the sum L. With s(x) = Σⱼ xⱼ,

(Lx)ᵢ = (Ax)ᵢ + s(x).

Let N be the number of sites. Summing over i and using (b) gives

Σᵢ (Lx)ᵢ = N s(x).

Hence if Lx has zero sum, so has x; for N = 0 this is trivial. In that case Lx = Ax.

Now suppose Lx = 0. Then s(x) = 0 and Ax = 0, so x is a constant c with Nc = 0, and therefore x = 0. L is thus injective and, being square, also surjective. Choose w with Lw = p. Since p has zero sum, so has w, and Aw = Lw = p.

The steps `hL`, `hs`, `hA'` and `hinj` are, in order, the formula for L, the transfer of zero sum, the equality of A and L on such vectors, and injectivity.

```lean
/-- Every density change that sums to zero is the response to some potential. -/
theorem exists_potential {A : Matrix n n ℝ} (hA : IsNegResponse A) {p : n → ℝ}
    (hp : ∑ i, p i = 0) : ∃ w, A *ᵥ w = p := by
  -- adding the all-ones matrix removes the constant kernel
  let L := (A + Matrix.of (fun _ _ : n => (1 : ℝ))).mulVecLin
  have hL : ∀ x, L x = A *ᵥ x + fun _ => ∑ i, x i := by
    intro x
    ext i
    simp [L, Matrix.mulVec, dotProduct]
  have hs : ∀ x, ∑ i, (L x) i = 0 → ∑ i, x i = 0 := by
    intro x h
    rw [hL] at h
    simp only [Pi.add_apply, Finset.sum_add_distrib, sum_response hA, zero_add,
      Finset.sum_const, Finset.card_univ, nsmul_eq_mul] at h
    rcases mul_eq_zero.mp h with h | h
    · have : IsEmpty n := Fintype.card_eq_zero_iff.mp (by exact_mod_cast h)
      simp
    · exact h
  have hA' : ∀ x, ∑ i, x i = 0 → A *ᵥ x = L x := by
    intro x h
    rw [hL, h]
    ext i
    simp
  have hinj : Function.Injective L := by
    refine (injective_iff_map_eq_zero L).2 fun x hx => ?_
    have h0 : ∑ i, x i = 0 := hs x (by rw [hx]; simp)
    obtain ⟨c, rfl⟩ := (hA.ker x).1 ((hA' x h0).trans hx)
    ext i
    have : Nonempty n := ⟨i⟩
    simpa using h0
  obtain ⟨w, hw⟩ := LinearMap.injective_iff_surjective.mp hinj p
  exact ⟨w, (hA' w (hs w (by rw [hw]; exact hp))).trans hw⟩
```

## (d) Completing the square

Let A be symmetric and Aw = p. Show that for every u

J(u) = ½ p·w − ½ (u − w)·A(u − w).

Expand the last form. By (a), w·Au = u·Aw = u·p, so

(u − w)·A(u − w) = u·Au − u·Aw − w·Au + w·Aw = u·Au − 2 u·p + p·w.

Multiplying by −½ and adding ½ p·w leaves u·p − ½ u·Au, which is J(u).

Lean replaces p by Aw, expands the products and closes with `linear_combination`, which uses (a) and the commutativity of the dot product. Positivity plays no part yet.

```lean
/-- Completing the square around a vector `w` with `Aw = p`, for a symmetric response matrix. -/
theorem complete_square {A : Matrix n n ℝ} (hA : A.IsSymm) {p w : n → ℝ}
    (hw : A *ᵥ w = p) (u : n → ℝ) :
    dualFunctional A p u = 1 / 2 * (p ⬝ᵥ w) - 1 / 2 * ((u - w) ⬝ᵥ A *ᵥ (u - w)) := by
  subst hw
  have h := reciprocity hA u w
  have c := dotProduct_comm (A *ᵥ w) w
  simp only [dualFunctional, Matrix.mulVec_sub, dotProduct_sub, sub_dotProduct]
  linear_combination (1 / 2) * h - (1 / 2) * c
```

## (e) The condition for a bound, and the maximum

Show that J is bounded above if and only if Σᵢ pᵢ = 0, that Aw = p then has a solution, and that for every such w

max J = ½ p·w.

On a constant vector with entries c the quadratic term vanishes, so

J = c Σᵢ pᵢ.

Suppose M were an upper bound while Σᵢ pᵢ ≠ 0. Taking c = (M + 1)/Σᵢ pᵢ gives J = M + 1, a contradiction.

Conversely, if Σᵢ pᵢ = 0, part (c) supplies a w with Aw = p. In (d) the subtracted term is never negative and vanishes at u = w, so ½ p·w is an upper bound that is attained.

The theorem joins these three statements. `BddAbove (Set.range (dualFunctional A p))` says that the values of J over all real vectors have an upper bound, and `IsGreatest` says that the number given is one of those values and that none exceeds it. The third statement needs no separate neutrality condition, because Aw = p already implies it by (b). In the proof, `hmax` is the argument from the square and `hc` is the formula on constant vectors.

For non-interacting electrons on finitely many sites, let E(v) be the ground-state energy in the potential v at fixed particle number. Maximising E(v) − v·n over v at a given density n defines an energy functional of n. Expanded to second order about the density of a non-degenerate ground state whose response is −A, this functional has the maximum found here as its quadratic part.

```lean
/-- The functional is bounded above exactly when the density change sums to zero. Such a density
change is the response to some potential, and for every `w` with `Aw = p` the maximum
is `(1/2) p·w`. -/
theorem bounded_iff_and_maximum {A : Matrix n n ℝ} (hA : IsNegResponse A) (p : n → ℝ) :
    (BddAbove (Set.range (dualFunctional A p)) ↔ ∑ i, p i = 0) ∧
    (∑ i, p i = 0 → ∃ w, A *ᵥ w = p) ∧
    ∀ w, A *ᵥ w = p →
      IsGreatest (Set.range (dualFunctional A p)) (1 / 2 * (p ⬝ᵥ w)) := by
  have hmax : ∀ w, A *ᵥ w = p →
      IsGreatest (Set.range (dualFunctional A p)) (1 / 2 * (p ⬝ᵥ w)) := by
    intro w hw
    refine ⟨⟨w, ?_⟩, ?_⟩
    · rw [complete_square hA.symm hw]
      simp
    · rintro _ ⟨u, rfl⟩
      rw [complete_square hA.symm hw]
      linarith [hA.nonneg (u - w)]
  refine ⟨⟨?_, ?_⟩, exists_potential hA, hmax⟩
  · rintro ⟨M, hM⟩
    by_contra hp
    -- along constant vectors the functional is linear with slope `∑ p`
    have hc : ∀ c : ℝ, dualFunctional A p (fun _ => c) = c * ∑ i, p i := by
      intro c
      have h0 : A *ᵥ (fun _ => c) = 0 := (hA.ker _).2 ⟨c, rfl⟩
      rw [dualFunctional, h0, dotProduct_zero, mul_zero, sub_zero, Finset.mul_sum]
      rfl
    have h := hM ⟨fun _ => (M + 1) / ∑ i, p i, rfl⟩
    rw [hc, div_mul_cancel₀ _ hp] at h
    linarith
  · intro hp
    obtain ⟨w, hw⟩ := exists_potential hA hp
    exact ⟨_, (hmax w hw).2⟩
```

## (f) Vanishing second-order energy

Show that

x·Ax = 0 implies Ax = 0.

Put y = Ax, β = y·y and γ = y·Ay, where γ ≥ 0. By (a), x·Ay = y·Ax = β. Positivity applied to sx + ty, with real s and t, gives

0 ≤ (sx + ty)·A(sx + ty) = 2stβ + t²γ.

Choose s = γ + 1 and t = −β:

0 ≤ −2(γ + 1)β² + γβ² = −(γ + 2)β².

Hence β = 0, and so y = 0.

In the code, `key` is the inequality for all s and t, `h` is the special choice, and `nlinarith` derives β² ≤ 0 from it. Since a square is never negative, β² = 0.

```lean
/-- A potential with vanishing second-order energy induces no density change. -/
theorem response_eq_zero {A : Matrix n n ℝ} (hA : IsNegResponse A) {x : n → ℝ}
    (hx : x ⬝ᵥ A *ᵥ x = 0) : A *ᵥ x = 0 := by
  have hb := hA.nonneg (A *ᵥ x)
  have hr := reciprocity hA.symm x (A *ᵥ x)
  -- positivity on all linear combinations of `x` and `A x`
  have key : ∀ s t : ℝ, 0 ≤ 2 * s * t * ((A *ᵥ x) ⬝ᵥ (A *ᵥ x))
      + t ^ 2 * ((A *ᵥ x) ⬝ᵥ A *ᵥ (A *ᵥ x)) := by
    intro s t
    have h := hA.nonneg (s • x + t • (A *ᵥ x))
    simp only [Matrix.mulVec_add, Matrix.mulVec_smul, dotProduct_add, add_dotProduct,
      smul_dotProduct, dotProduct_smul, smul_eq_mul] at h
    rw [hr, hx] at h
    linarith
  have h := key ((A *ᵥ x) ⬝ᵥ A *ᵥ (A *ᵥ x) + 1) (-((A *ᵥ x) ⬝ᵥ (A *ᵥ x)))
  have hsq : ((A *ᵥ x) ⬝ᵥ (A *ᵥ x)) ^ 2 = 0 := by
    apply le_antisymm _ (sq_nonneg _)
    nlinarith [mul_nonneg (sq_nonneg ((A *ᵥ x) ⬝ᵥ (A *ᵥ x))) hb,
      sq_nonneg ((A *ᵥ x) ⬝ᵥ (A *ᵥ x))]
  exact dotProduct_self_eq_zero.mp (pow_eq_zero_iff two_ne_zero |>.mp hsq)
```

## (g) All the maximisers

Let Aw = p. Show that J(u) = ½ p·w holds exactly when, for some real c and every site i,

uᵢ = wᵢ + c.

By (d), u attains the maximum exactly when (u − w)·A(u − w) = 0. Part (f) then gives A(u − w) = 0, and the kernel assumption makes u − w constant. Conversely, if u − w is constant, A annihilates it and the subtracted term vanishes.

The density change therefore fixes the maximising potential up to a uniform shift. The two directions of the equivalence are the two branches after `constructor`.

```lean
/-- If `Aw = p`, the vectors at which the functional attains its maximum `(1/2) p·w` are exactly
those that differ from `w` by a constant. -/
theorem maximiser_iff {A : Matrix n n ℝ} (hA : IsNegResponse A) {p w : n → ℝ}
    (hw : A *ᵥ w = p) (u : n → ℝ) :
    dualFunctional A p u = 1 / 2 * (p ⬝ᵥ w) ↔ ∃ c : ℝ, u = w + fun _ => c := by
  rw [complete_square hA.symm hw]
  constructor
  · intro h
    obtain ⟨c, hc⟩ := (hA.ker _).1 (response_eq_zero hA (x := u - w) (by linarith))
    exact ⟨c, by rw [← hc]; abel⟩
  · rintro ⟨c, rfl⟩
    have h0 : A *ᵥ (fun _ => c) = 0 := (hA.ker _).2 ⟨c, rfl⟩
    rw [add_sub_cancel_left, h0, dotProduct_zero]
    ring
```

## (h) Two sites with adjustable response strength

Number the sites 0 and 1, and let k be the amount of density transferred per unit difference of potential. The matrix has k on the diagonal and −k off it.

```lean
/-- Minus the response matrix of two sites that exchange charge with response strength `k`. -/
def twoSite (k : ℝ) : Matrix (Fin 2) (Fin 2) ℝ := !![k, -k; -k, k]
```

Show that for k > 0 this matrix meets all three assumptions, with

x·Ax = k(x₀ − x₁)².

Symmetry is visible from the entries. Multiplying out,

Ax = (k(x₀ − x₁), −k(x₀ − x₁)).

Taking the dot product with x gives the stated form, which is not negative. Since k ≠ 0, Ax = 0 forces x₀ = x₁, so x is constant; conversely, Ax vanishes for every constant x.

In Lean, `fin_cases` runs over the two sites for symmetry and the kernel, while positivity follows from the formula for x·Ax. The example also shows that the assumptions in `IsNegResponse` are consistent for a matrix with a nonzero response.

```lean
/-- For positive response strength the two-site matrix is symmetric, positive semidefinite and
has exactly the constant potentials as its kernel. -/
theorem twoSite_witness {k : ℝ} (hk : 0 < k) : IsNegResponse (twoSite k) := by
  refine ⟨?_, fun x => ?_, fun x => ⟨fun h => ?_, ?_⟩⟩
  · ext i j
    fin_cases i <;> fin_cases j <;> simp [twoSite]
  · have h : x ⬝ᵥ twoSite k *ᵥ x = k * (x 0 - x 1) ^ 2 := by
      simp [twoSite, Matrix.mulVec, dotProduct, Fin.sum_univ_two]
      ring
    rw [h]
    positivity
  · have e : (twoSite k *ᵥ x) 0 = k * (x 0 - x 1) := by
      simp [twoSite, Matrix.mulVec, dotProduct, Fin.sum_univ_two]
      ring
    rw [h] at e
    have hd : x 0 - x 1 = 0 := (mul_eq_zero.mp e.symm).resolve_left hk.ne'
    refine ⟨x 0, funext fun i => ?_⟩
    fin_cases i
    · rfl
    · exact (sub_eq_zero.mp hd).symm
  · rintro ⟨c, rfl⟩
    ext i
    fin_cases i <;> simp [twoSite, Matrix.mulVec, dotProduct, Fin.sum_univ_two]
```

## (i) The cost of moving charge between two sites

Let k > 0 and p = (q, −q) for any real q, so that q electrons move from site 1 to site 0 when q is positive. Show that

max J = q²/(2k).

Try w = (q/k, 0). Then

Aw = (k·q/k, −k·q/k) = (q, −q) = p,

and part (e) gives

max J = ½ p·w = ½ · q · q/k = q²/(2k).

With k = 1 and q = 1 this is the value ½ found at the start. In this two-site quadratic model, a weakly responding pair makes the same transfer more costly.

In the code, `hw` checks the trial vector, `h` applies part (e), and `e` evaluates the dot product.

```lean
/-- Moving a charge `q` between two sites with positive response strength `k` gives the
maximum `q² / (2k)`. -/
theorem twoSite_maximum {k : ℝ} (hk : 0 < k) (q : ℝ) :
    IsGreatest (Set.range (dualFunctional (twoSite k) ![q, -q])) (q ^ 2 / (2 * k)) := by
  have hk' : k ≠ 0 := hk.ne'
  have hw : twoSite k *ᵥ ![q / k, 0] = ![q, -q] := by
    ext i
    fin_cases i <;> simp [twoSite, Matrix.mulVec, dotProduct, Fin.sum_univ_two] <;> field_simp
  have h := (bounded_iff_and_maximum (twoSite_witness hk) ![q, -q]).2.2 _ hw
  have e : 1 / 2 * (![q, -q] ⬝ᵥ ![q / k, 0]) = q ^ 2 / (2 * k) := by
    simp [dotProduct, Fin.sum_univ_two]
    field_simp
  rwa [e] at h

end ResponseLegendre
```

```lean
#print axioms ResponseLegendre.bounded_iff_and_maximum
#print axioms ResponseLegendre.maximiser_iff
#print axioms ResponseLegendre.twoSite_maximum
```

```
'ResponseLegendre.bounded_iff_and_maximum' depends on axioms: [propext, Classical.choice, Quot.sound]
'ResponseLegendre.maximiser_iff' depends on axioms: [propext, Classical.choice, Quot.sound]
'ResponseLegendre.twoSite_maximum' depends on axioms: [propext, Classical.choice, Quot.sound]
```
